# The reduced Hückel atom–atom polarizability of an alternant system is nonnegative within a colour class and nonpositive between classes

Replace one carbon of a conjugated hydrocarbon by a more electronegative atom, and the π electrons rearrange over the whole molecule. Which atoms gain charge and which lose it? The simplest Hückel model of the substitution changes only the site energy α_s of one atom s and keeps the resonance integrals and the number of π electrons. To first order the answer is then given by the derivative of the population q_r with respect to α_s.

Let orbital j have energy ε_j and coefficient c_jr on atom r. With doubly filled orbitals j and empty orbitals k, a change δα_s mixes into orbital j the amount c_js c_ks δα_s/(ε_j − ε_k) of each orbital k. Mixing among filled orbitals cancels in the total density. Since q_r = 2 Σ_j c_jr², this gives

∂q_r/∂α_s = 4 Σ_j Σ_k c_jr c_js c_kr c_ks/(ε_j − ε_k).

Write ε_j = α + β x_j, where α is the common site energy and β < 0 is the resonance integral. Bonding orbitals then have x_j > 0; many textbooks use x for the opposite sign. If the bonding orbitals are filled, the antibonding ones empty, and no level lies at zero, the derivative is (4/β) P_rs, with

P_rs = Σ_{x_j > 0} Σ_{x_k < 0} c_jr c_js c_kr c_ks/(x_j − x_k).

The theorems concern P_rs. Its identification with a charge response is the perturbation argument above, which is not formalised, and it applies to non-interacting π electrons. Atoms and orbitals are both labelled by a finite type `n`.

```lean
import Mathlib

open Matrix Filter Topology

namespace AlternatingPolarity

noncomputable section

variable {n : Type*} [Fintype n] [DecidableEq n]
```

## Colours, orbitals and the reduced polarizability

In an alternant hydrocarbon the atoms can be given two colours so that bonds join only unlike colours. The Hückel matrix A, measured from α in units of β, then vanishes between atoms of equal colour. Taking r = s shows that its diagonal is zero too: all atoms of the unperturbed molecule have the same site energy. Entries between unlike colours may be any real numbers, so unequal bonds are allowed.

```lean
/-- A Hückel matrix is alternant for a two-colouring of the atoms if its entries vanish
between atoms of the same colour. -/
def IsAlternant (A : Matrix n n ℝ) (col : n → Bool) : Prop :=
  ∀ r s, col r = col s → A r s = 0
```

The orbitals satisfy

A c_j = x_j c_j,  Σ_r c_jr c_kr = δ_jk.

Here `C j r` is c_jr, so orbitals are the rows of `C`, not its columns. The symmetry of A follows from these two conditions, and every real symmetric matrix has such a basis.

```lean
/-- The rows of `C` are orthonormal molecular orbitals of `A`, with eigenvalues `x`. -/
structure IsOrbitalBasis (A : Matrix n n ℝ) (x : n → ℝ) (C : Matrix n n ℝ) : Prop where
  eigen : ∀ j, A *ᵥ C j = x j • C j
  orthonormal : ∀ j k, C j ⬝ᵥ C k = if j = k then 1 else 0
```

Give each atom the sign σ_r = 1 or −1 according to its colour.

```lean
/-- The colour sign of an atom: `1` on one colour class and `-1` on the other. -/
def colourSign (col : n → Bool) (r : n) : ℝ := if col r then 1 else -1
```

The sum P_rs is called `polarizability` in the code, without the factor 4/β. Every denominator in it is positive. Zero eigenvalues are allowed, but their orbitals are left out of the sum; for a molecule with nonbonding orbitals, P_rs is therefore only the bonding–antibonding part of the response.

```lean
/-- The reduced atom-atom polarizability: the sum over orbitals `j` with positive and `k` with
negative eigenvalue of `c_jr c_js c_kr c_ks / (x_j - x_k)`. -/
def polarizability (x : n → ℝ) (C : Matrix n n ℝ) (r s : n) : ℝ :=
  ∑ j with 0 < x j, ∑ k with x k < 0, C j r * C j s * C k r * C k s / (x j - x k)
```

## Reflecting the spectrum

Let E be the diagonal matrix of the σ_r and X that of the x_j. Orthonormality gives CCᵀ = 1, hence CᵀC = 1 because C is square. The eigenvalue equations read ACᵀ = CᵀX, and so CA = XC.

The matrices E and A anticommute, because

(EA + AE)_rs = (σ_r + σ_s) A_rs = 0:

for equal colours A_rs vanishes, and for unlike colours the signs cancel. Put M = CECᵀ. Then

MX = CEACᵀ = −CAECᵀ = −XM,

so M_jk (x_j + x_k) = 0. Wherever M_jk ≠ 0 we have x_k = −x_j, and therefore, for any function f,

M f(X) = f(−X) M.

Multiplying by Cᵀ on the left and C on the right gives E Cᵀf(X)C = Cᵀf(−X)C E. Its (r,s) entry, multiplied by σ_r with σ_r² = 1, is

Σ_k f(x_k) c_kr c_ks = σ_r σ_s Σ_k f(−x_k) c_kr c_ks.

Orbitals are never paired one by one, so degenerate levels need no special care. In the proof, `h5` is the anticommutation, `h6` the relation for M, `h7` its extension to f by cases on whether M_jk vanishes, and `h9` the entry before the last multiplication.

```lean
variable {A C : Matrix n n ℝ} {x : n → ℝ} {col : n → Bool}

/-- In an alternant system, reversing the sign of all orbital eigenvalues in a spectral sum
between atoms `r` and `s` multiplies it by the product of their colour signs. -/
theorem spectral_sum_reflection (hA : IsAlternant A col) (hC : IsOrbitalBasis A x C)
    (f : ℝ → ℝ) (r s : n) :
    ∑ k, f (x k) * (C k r * C k s) =
      colourSign col r * colourSign col s * ∑ k, f (-x k) * (C k r * C k s) := by
  have h1 : C * Cᵀ = 1 := by
    ext j k
    simpa [Matrix.mul_apply, dotProduct, Matrix.one_apply] using hC.orthonormal j k
  have h2 : Cᵀ * C = 1 := mul_eq_one_comm.mp h1
  have h3 : A * Cᵀ = Cᵀ * Matrix.diagonal x := by
    ext i j
    have h := congrFun (hC.eigen j) i
    simp only [Matrix.mulVec, dotProduct, Pi.smul_apply, smul_eq_mul] at h
    rw [Matrix.mul_diagonal, Matrix.mul_apply]
    simp only [Matrix.transpose_apply]
    rw [h, mul_comm]
  have h4 : C * A = Matrix.diagonal x * C := by
    calc C * A = C * (A * Cᵀ) * C := by rw [mul_assoc, mul_assoc, h2, mul_one]
      _ = Matrix.diagonal x * C := by rw [h3, ← mul_assoc, h1, one_mul]
  obtain ⟨E, hE⟩ : ∃ E, E = Matrix.diagonal (colourSign col) := ⟨_, rfl⟩
  -- the colour-sign matrix anticommutes with the Hückel matrix
  have h5 : E * A = -(A * E) := by
    rw [hE]
    ext i j
    rw [Matrix.neg_apply, Matrix.mul_diagonal, Matrix.diagonal_mul]
    by_cases h : col i = col j
    · simp [hA i j h]
    · have hs : colourSign col j = -colourSign col i := by
        unfold colourSign
        cases hi : col i <;> cases hj : col j <;> simp_all
      rw [hs]
      ring
  have h6 : C * E * Cᵀ * Matrix.diagonal x = -(Matrix.diagonal x * (C * E * Cᵀ)) := by
    calc C * E * Cᵀ * Matrix.diagonal x = C * E * (Cᵀ * Matrix.diagonal x) := mul_assoc _ _ _
      _ = C * (E * A) * Cᵀ := by rw [← h3]; simp only [mul_assoc]
      _ = -(C * A * E * Cᵀ) := by rw [h5]; noncomm_ring
      _ = -(Matrix.diagonal x * (C * E * Cᵀ)) := by rw [h4]; simp only [mul_assoc]
  -- so it only connects orbitals with opposite eigenvalues
  have h7 : C * E * Cᵀ * Matrix.diagonal (fun k => f (x k)) =
      Matrix.diagonal (fun k => f (-x k)) * (C * E * Cᵀ) := by
    ext j k
    have h := congrFun (congrFun h6 j) k
    rw [Matrix.neg_apply, Matrix.mul_diagonal, Matrix.diagonal_mul] at h
    rw [Matrix.mul_diagonal, Matrix.diagonal_mul]
    by_cases hM : (C * E * Cᵀ) j k = 0
    · rw [hM]
      ring
    · have hx : x k = -x j := mul_left_cancel₀ hM (by linear_combination h)
      rw [hx, mul_comm]
  have h8 : E * (Cᵀ * Matrix.diagonal (fun k => f (x k)) * C) =
      Cᵀ * Matrix.diagonal (fun k => f (-x k)) * C * E := by
    calc E * (Cᵀ * Matrix.diagonal (fun k => f (x k)) * C)
        = (Cᵀ * C) * E * Cᵀ * Matrix.diagonal (fun k => f (x k)) * C := by
          rw [h2, one_mul]; simp only [mul_assoc]
      _ = Cᵀ * (C * E * Cᵀ * Matrix.diagonal (fun k => f (x k))) * C := by
          simp only [mul_assoc]
      _ = Cᵀ * (Matrix.diagonal (fun k => f (-x k)) * (C * E * Cᵀ)) * C := by rw [h7]
      _ = Cᵀ * Matrix.diagonal (fun k => f (-x k)) * C * E * (Cᵀ * C) := by
          simp only [mul_assoc]
      _ = _ := by rw [h2, mul_one]
  have hG : ∀ d : n → ℝ, (Cᵀ * Matrix.diagonal d * C) r s = ∑ k, d k * (C k r * C k s) := by
    intro d
    rw [Matrix.mul_apply]
    refine Finset.sum_congr rfl fun k _ => ?_
    rw [Matrix.mul_diagonal, Matrix.transpose_apply]
    ring
  have h9 : colourSign col r * ∑ k, f (x k) * (C k r * C k s) =
      (∑ k, f (-x k) * (C k r * C k s)) * colourSign col s := by
    have h := congrFun (congrFun h8 r) s
    rw [hE, Matrix.diagonal_mul, Matrix.mul_diagonal, hG, hG] at h
    exact h
  have hs : colourSign col r * colourSign col r = 1 := by
    unfold colourSign
    split_ifs <;> norm_num
  linear_combination colourSign col r * h9 - (∑ k, f (x k) * (C k r * C k s)) * hs
```

## A quadratic form that cannot be negative

Reflection will turn the denominators x_j − x_k into sums of two positive levels. For real a_i and positive y_i, define

F(t) = Σ_i Σ_j a_i a_j/(y_i + y_j) · exp(−(y_i + y_j)t).

Differentiation cancels the denominators:

F′(t) = −Σ_i Σ_j a_i a_j exp(−y_i t) exp(−y_j t) = −(Σ_i a_i exp(−y_i t))² ≤ 0.

So F never increases, and it tends to 0 as t → ∞. Hence F(0) ≥ 0, which is the claim. The variable t is a device and not a physical time. The derivative is `hF`, the monotonicity `hanti` and the limit `hlim`.

```lean
/-- For positive levels `y`, the quadratic form with kernel `1 / (y_i + y_j)` is nonnegative. -/
theorem cauchy_form_nonneg {ι : Type*} (S : Finset ι) (a y : ι → ℝ) (hy : ∀ i ∈ S, 0 < y i) :
    0 ≤ ∑ i ∈ S, ∑ j ∈ S, a i * a j / (y i + y j) := by
  -- damp each term in a fictitious time `t`; the derivative is minus a square
  let F : ℝ → ℝ := fun t =>
    ∑ i ∈ S, ∑ j ∈ S, a i * a j / (y i + y j) * Real.exp (-(y i + y j) * t)
  have hF : ∀ t, HasDerivAt F (-(∑ i ∈ S, a i * Real.exp (-y i * t)) ^ 2) t := by
    intro t
    have h : HasDerivAt F (∑ i ∈ S, ∑ j ∈ S,
        -((a i * Real.exp (-y i * t)) * (a j * Real.exp (-y j * t)))) t := by
      refine HasDerivAt.fun_sum fun i hi => HasDerivAt.fun_sum fun j hj => ?_
      have hne : y i + y j ≠ 0 := (add_pos (hy i hi) (hy j hj)).ne'
      have he : Real.exp (-(y i + y j) * t) = Real.exp (-y i * t) * Real.exp (-y j * t) := by
        rw [← Real.exp_add]
        congr 1
        ring
      refine ((((hasDerivAt_id' t).const_mul (-(y i + y j))).exp).const_mul
        (a i * a j / (y i + y j))).congr_deriv ?_
      rw [he]
      field_simp
    refine h.congr_deriv ?_
    rw [sq, Finset.sum_mul_sum]
    simp only [Finset.sum_neg_distrib]
  have hanti : Antitone F := antitone_of_deriv_nonpos (fun t => (hF t).differentiableAt)
    fun t => by rw [(hF t).deriv]; exact neg_nonpos.mpr (sq_nonneg _)
  have hlim : Tendsto F atTop (𝓝 0) := by
    have h : Tendsto F atTop (𝓝 (∑ i ∈ S, ∑ j ∈ S, a i * a j / (y i + y j) * 0)) := by
      refine tendsto_finsetSum _ fun i hi => tendsto_finsetSum _ fun j hj => ?_
      have hneg : -(y i + y j) < 0 := neg_neg_of_pos (add_pos (hy i hi) (hy j hj))
      exact (Real.tendsto_exp_atBot.comp
        (tendsto_id.const_mul_atTop_of_neg hneg)).const_mul _
    simpa using h
  have h0 := hanti.le_of_tendsto hlim 0
  simpa [F] using h0
```

## The polarizability from bonding orbitals alone

Fix a bonding orbital j and apply the reflection to

f(u) = 1/(x_j − u) for u < 0, and f(u) = 0 otherwise.

On the left this selects the antibonding orbitals. On the right f(−x_k) equals 1/(x_j + x_k) for x_k > 0 and zero otherwise. Multiplying by c_jr c_js and summing over j gives

P_rs = σ_r σ_s Σ_{x_j > 0} Σ_{x_k > 0} (c_jr c_js)(c_kr c_ks)/(x_j + x_k).

The `calc` block writes the restricted sum with an `if`, reflects it, and restores the restriction.

```lean
/-- In an alternant system the polarizability is the product of the colour signs times a
quadratic form over the orbitals with positive eigenvalue alone. -/
theorem polarizability_eq (hA : IsAlternant A col) (hC : IsOrbitalBasis A x C) (r s : n) :
    polarizability x C r s = colourSign col r * colourSign col s *
      ∑ j with 0 < x j, ∑ k with 0 < x k,
        (C j r * C j s) * (C k r * C k s) / (x j + x k) := by
  unfold polarizability
  rw [Finset.mul_sum]
  refine Finset.sum_congr rfl fun j _ => ?_
  have h := spectral_sum_reflection hA hC (fun u => if u < 0 then 1 / (x j - u) else 0) r s
  calc ∑ k with x k < 0, C j r * C j s * C k r * C k s / (x j - x k)
      = (C j r * C j s) *
          ∑ k, (if x k < 0 then 1 / (x j - x k) else 0) * (C k r * C k s) := by
        rw [Finset.sum_filter, Finset.mul_sum]
        refine Finset.sum_congr rfl fun k _ => ?_
        split_ifs <;> ring
    _ = (C j r * C j s) * (colourSign col r * colourSign col s *
          ∑ k, (if -x k < 0 then 1 / (x j - -x k) else 0) * (C k r * C k s)) :=
        congrArg (fun z => (C j r * C j s) * z) h
    _ = _ := by
        rw [Finset.sum_filter, mul_left_comm]
        congr 1
        rw [Finset.mul_sum]
        refine Finset.sum_congr rfl fun k _ => ?_
        simp only [neg_lt_zero, sub_neg_eq_add]
        split_ifs <;> ring
```

## The sign of the response

With a_j = c_jr c_js and y_j = x_j, the double sum is the quadratic form just shown to be nonnegative. The sign of P_rs is then governed by σ_r σ_s:

P_rs ≥ 0 for equal colours, P_rs ≤ 0 for unlike colours.

Zero occurs in both cases, for example between atoms of two separate molecules treated as one system. Take non-interacting π electrons that fill the bonding orbitals and leave the antibonding ones empty, with no nonbonding levels. Making atom s more electronegative means δα_s < 0. Since β < 0 as well, δq_r = (4/β) P_rs δα_s has the sign of P_rs. To first order, no atom of the colour of s loses electrons and no atom of the other colour gains them.

```lean
/-- Alternating polarity: in an alternant system the reduced polarizability is nonnegative
between atoms of the same colour and nonpositive between atoms of opposite colour. -/
theorem alternating_polarity (hA : IsAlternant A col) (hC : IsOrbitalBasis A x C) (r s : n) :
    (col r = col s → 0 ≤ polarizability x C r s) ∧
      (col r ≠ col s → polarizability x C r s ≤ 0) := by
  have hq := cauchy_form_nonneg (Finset.univ.filter fun j => 0 < x j)
    (fun j => C j r * C j s) x (fun j hj => (Finset.mem_filter.mp hj).2)
  rw [polarizability_eq hA hC r s]
  constructor
  · intro h
    have hs : colourSign col r * colourSign col s = 1 := by
      unfold colourSign
      rw [h]
      split_ifs <;> norm_num
    rw [hs, one_mul]
    exact hq
  · intro h
    have hs : colourSign col r * colourSign col s = -1 := by
      unfold colourSign
      cases hr : col r <;> cases hs : col s <;> simp_all
    rw [hs, neg_one_mul]
    exact neg_nonpos.mpr hq
```

## Charge conservation and the balance between colours

Summing P_rs over s leaves the factor Σ_s c_js c_ks in each term. It vanishes, because j and k have eigenvalues of different sign and are distinct orthogonal orbitals. Thus

Σ_s P_rs = 0.

Since P_rs = P_sr, this says that the perturbation moves charge without creating any. Colours play no part here.

```lean
/-- Charge conservation: the polarizabilities of one atom with all atoms sum to zero.
The system need not be alternant. -/
theorem polarizability_sum_eq_zero (hC : IsOrbitalBasis A x C) (r : n) :
    ∑ s, polarizability x C r s = 0 := by
  unfold polarizability
  rw [Finset.sum_comm]
  refine Finset.sum_eq_zero fun j hj => ?_
  rw [Finset.sum_comm]
  refine Finset.sum_eq_zero fun k hk => ?_
  have hj' := (Finset.mem_filter.mp hj).2
  have hk' := (Finset.mem_filter.mp hk).2
  have hjk : j ≠ k := by
    rintro rfl
    linarith
  -- orbitals with eigenvalues of different sign are distinct, hence orthogonal
  have ho : ∑ s, C j s * C k s = 0 := by
    simpa [dotProduct, hjk] using hC.orthonormal j k
  calc ∑ s, C j r * C j s * C k r * C k s / (x j - x k)
      = C j r * C k r / (x j - x k) * ∑ s, C j s * C k s := by
        rw [Finset.mul_sum]
        exact Finset.sum_congr rfl fun s _ => by ring
    _ = 0 := by rw [ho, mul_zero]
```

In an alternant system the signs are known, so splitting the sum by colour gives

Σ_{s like r} |P_rs| = Σ_{s unlike r} |P_rs|.

The proof removes the absolute values with the sign theorem and uses the vanishing total.

```lean
/-- In an alternant system the absolute polarizabilities of an atom with its own colour class
and with the opposite class have equal sums. -/
theorem polarity_balance (hA : IsAlternant A col) (hC : IsOrbitalBasis A x C) (r : n) :
    ∑ s with col r = col s, |polarizability x C r s| =
      ∑ s with ¬ col r = col s, |polarizability x C r s| := by
  have h := polarizability_sum_eq_zero hC r
  rw [← Finset.sum_filter_add_sum_filter_not Finset.univ (fun s => col r = col s)] at h
  have e1 : ∑ s with col r = col s, |polarizability x C r s| =
      ∑ s with col r = col s, polarizability x C r s :=
    Finset.sum_congr rfl fun s hs =>
      abs_of_nonneg ((alternating_polarity hA hC r s).1 (Finset.mem_filter.mp hs).2)
  have e2 : ∑ s with ¬ col r = col s, |polarizability x C r s| =
      -∑ s with ¬ col r = col s, polarizability x C r s := by
    rw [← Finset.sum_neg_distrib]
    exact Finset.sum_congr rfl fun s hs =>
      abs_of_nonpos ((alternating_polarity hA hC r s).2 (Finset.mem_filter.mp hs).2)
  rw [e1, e2]
  linarith
```

## Ethylene

The two normalised orbitals are (1, 1)/√2 with x = 1 and (1, −1)/√2 with x = −1. Lean numbers the atoms 0 and 1.

```lean
/-- The two Hückel orbitals of ethylene, as rows. -/
def ethyleneOrbitals : Matrix (Fin 2) (Fin 2) ℝ :=
  !![(√2)⁻¹, (√2)⁻¹; (√2)⁻¹, -(√2)⁻¹]
```

There is one bonding–antibonding pair, with denominator 2, so

P_00 = (1/4)/2 = 1/8,  P_01 = (−1/4)/2 = −1/8.

Both signs therefore occur strictly. The proof replaces 1/√2 by a number c with c² = 1/2 and checks the entries case by case.

```lean
/-- Ethylene is alternant with eigenvalues `1` and `-1`; its reduced polarizability is `1/8`
for the first atom with itself and `-1/8` between the two atoms. -/
theorem ethylene_witness :
    IsAlternant !![0, 1; 1, 0] ![true, false] ∧
      IsOrbitalBasis !![0, 1; 1, 0] ![1, -1] ethyleneOrbitals ∧
      polarizability ![1, -1] ethyleneOrbitals 0 0 = 1 / 8 ∧
      polarizability ![1, -1] ethyleneOrbitals 0 1 = -1 / 8 := by
  have hc : (√2)⁻¹ * (√2)⁻¹ = (1 / 2 : ℝ) := by
    rw [← mul_inv, Real.mul_self_sqrt (by norm_num)]
    norm_num
  unfold ethyleneOrbitals
  generalize (√2)⁻¹ = c at hc ⊢
  have h4 : c * c * c * c = 1 / 4 := by linear_combination (c * c + 1 / 2) * hc
  refine ⟨?_, ⟨?_, ?_⟩, ?_, ?_⟩
  · intro r s
    fin_cases r <;> fin_cases s <;> simp
  · intro j
    ext i
    fin_cases j <;> fin_cases i <;> simp [Matrix.mulVec, dotProduct, Fin.sum_univ_two]
  · intro j k
    fin_cases j <;> fin_cases k <;> simp [dotProduct, Fin.sum_univ_two] <;> linarith
  · simp only [polarizability, Finset.sum_filter, Fin.sum_univ_two]
    norm_num
    linarith
  · simp only [polarizability, Finset.sum_filter, Fin.sum_univ_two]
    norm_num
    linarith

end

end AlternatingPolarity
```

```lean
#print axioms AlternatingPolarity.alternating_polarity
#print axioms AlternatingPolarity.polarity_balance
```

```
'AlternatingPolarity.alternating_polarity' depends on axioms: [propext, Classical.choice, Quot.sound]
'AlternatingPolarity.polarity_balance' depends on axioms: [propext, Classical.choice, Quot.sound]
```
